# The exchange-type intersite Hubbard V energy with fixed symmetric couplings has a unique potential, which acts only between sites

Let P be a complex matrix over finitely many orbitals, each assigned to a site, and let a fixed, real, symmetric coupling V be given for each pair of sites. The intersite energy is minus one half of the sum of V P_ij P_ji over ordered pairs of orbitals i, j on different sites. Its derivative at P along every direction D has the form Tr(W D) for exactly one matrix W. The elements of W between different sites are −V P_ij, and the elements within a site are zero.

## An energy that lives on the bonds

Take P to be the one-particle density matrix of one spin channel in an orthonormal set of localised orbitals, with the index order

P_ij = ⟨c_j† c_i⟩.

The energy of a one-electron Hamiltonian h is then Tr(h P) = Σ_ij h_ij P_ji. The diagonal element P_ii is an occupation. An element P_ij between orbitals on different sites measures the coherence between them; a single electron in an equal superposition of the two orbitals, for example, gives |P_ij| = 1/2.

Write s(i) for the site of orbital i, and V_ij for the coupling V(s(i), s(j)) of the two sites concerned. Let Σ′ denote the sum over all ordered pairs (i, j) with s(i) ≠ s(j). The intersite energy is

E(P) = −(1/2) Σ′ V_ij P_ij P_ji.

Each unordered pair occurs twice in the sum, and the factor 1/2 compensates for this. For a Hermitian P the product P_ij P_ji is |P_ij|², so a positive V lowers the energy when coherence builds up between sites. The expression has the form of the Fock exchange energy of a density–density interaction between sites. The Hartree energy of such an interaction, which depends on the occupations and would shift the on-site levels, is not part of E(P).

The coupling V(a, b) stands for the effective interaction between an electron on site a and one on site b. It is the same whichever site is named first, which is the physical content of the symmetry condition V(a, b) = V(b, a). The values of V are given numbers here and do not respond to changes in P.

In an electronic-structure calculation with a +V correction, the derivative of the intersite energy contributes a term to the one-electron Hamiltonian; for the finite orthonormal orbital set and fixed couplings treated here, that term can change hopping elements between sites and leaves the on-site blocks alone.

## The statement in words and in Lean

The main theorem is `represents_derivative_iff`. It says that, for given P and W, the following are equivalent:

- for every complex matrix D, the function t ↦ E(P + tD) has derivative Tr(W D) at t = 0;
- W is the matrix W(P) with elements W(P)_ij = −V_ij P_ij if s(i) ≠ s(j), and 0 if s(i) = s(j).

Read from right to left, the equivalence says that W(P) does represent the derivative. Read from left to right, it says that no other matrix does.

The Lean objects correspond to the physics as follows. The finite type `n` is the set of orbitals and `S` is the type of site labels. The map `s : n → S` places the orbitals, and several of them may share a site. The coupling is `V : S → S → ℝ`, so it may differ from one pair of sites to another; a single constant V is the special case of a constant function. The hypothesis `hV` is the symmetry of the coupling. The values V(a, a) are never used, because both definitions return zero when the sites coincide. The energy is `intersiteEnergy V s P` and the potential is `intersitePotential V s P`.

Two conventions deserve attention. First, Tr(W D) = Σ_ij W_ij D_ji, so W_ij is the derivative of the energy with respect to P_ji. With the index order chosen above for P, this makes W a matrix that is added directly to h. Second, P and D are arbitrary complex matrices and t is a complex number. The energy is a polynomial in the elements of P, with no complex conjugation in it, so P_ij and P_ji are varied independently and the complex derivative makes sense. The derivative formula covers Hermitian density matrices, with Hermitian D and real t, as a special case; the uniqueness statement assumes the formula for all complex D.

The model leaves out several things that a full calculation contains: the on-site U term, the dependence of V on the electronic state, overlap between non-orthogonal orbitals, and the response of the orbitals to moving atoms. The directions D are also unconstrained, so they need not conserve the number of electrons or keep P idempotent.

## From linearity to the derivative

**Linearity.** Each element of W(P) is either zero or a fixed multiple of P_ij. Therefore

W(P + tD) = W(P) + t W(D).

**The trace with P itself.** Writing out the trace gives

Tr(W(P) P) = Σ_ij W(P)_ij P_ji = −Σ′ V_ij P_ij P_ji = 2 E(P).

The factor 2 is the usual one for an energy that is quadratic in the density matrix.

**Reciprocity.** Start from

Tr(W(P) D) = −Σ′ V_ij P_ij D_ji

and exchange the names i and j. The set of pairs on different sites is unchanged, so

Tr(W(P) D) = −Σ′ V_ji P_ji D_ij.

By the symmetry of the coupling, V_ji = V_ij, and the right-hand side becomes

−Σ′ V_ij D_ij P_ji = Tr(W(D) P).

**Exact expansion.** Apply the trace identity to P + tD and use linearity:

2 E(P + tD) = Tr(W(P) P) + t Tr(W(P) D) + t Tr(W(D) P) + t² Tr(W(D) D).

The first and last traces are 2E(P) and 2E(D). The two middle traces are equal by reciprocity. Dividing by 2 gives

E(P + tD) = E(P) + t Tr(W(P) D) + t² E(D).

There is no remainder, because the energy is quadratic.

**Derivative.** At t = 0 the constant term contributes nothing and the derivative of t² E(D) is zero. What remains is

dE(P + tD)/dt = Tr(W(P) D) at t = 0.

**Uniqueness.** Suppose that W also satisfies this for every D. A function has only one derivative at a point, so Tr(W D) = Tr(W(P) D) for every D. Fix i and j, and choose the D whose only nonzero element is D_ji = 1. For any matrix M,

Tr(M D) = Σ_ab M_ab D_ba = M_ij.

Hence W_ij = W(P)_ij. Since i and j were arbitrary, W = W(P).

## Hermitian density matrices and the two-site case

If P is Hermitian, then for orbitals on different sites

(W(P)_ji)* = −V_ji (P_ji)* = −V_ij P_ij = W(P)_ij,

because V is real and symmetric. Within a site both elements are zero. The potential is therefore Hermitian and can be added to a Hermitian h. The energy is the real number

E(P) = −(1/2) Σ′ V_ij |P_ij|².

For real couplings this holds without the symmetry condition, and the Lean version accordingly has no symmetry hypothesis.

For two sites with one orbital each, labelled 0 and 1, and a single constant v, the only elements that can be nonzero are

W_01 = −v P_01 and W_10 = −v P_10.

This is a pure hopping matrix. If v and P_01 are positive, W_01 is negative, and it strengthens a hopping element h_01 that is already negative.

## The Lean file

```lean
import Mathlib

open Matrix

namespace IntersiteHubbardV

noncomputable section

variable {n S : Type*} [DecidableEq S]

/-- The intersite potential: the element between orbitals on different sites is minus the
coupling of the two sites times the density-matrix element; within a site it is zero. -/
def intersitePotential (V : S → S → ℝ) (s : n → S) (P : Matrix n n ℂ) : Matrix n n ℂ :=
  Matrix.of fun i j => if s i = s j then 0 else -((V (s i) (s j) : ℂ) * P i j)

/-- The intersite potential depends linearly on the density matrix. -/
theorem intersitePotential_add_smul (V : S → S → ℝ) (s : n → S) (P D : Matrix n n ℂ) (t : ℂ) :
    intersitePotential V s (P + t • D)
      = intersitePotential V s P + t • intersitePotential V s D := by
  ext i j
  simp only [intersitePotential, Matrix.of_apply, Matrix.add_apply, Matrix.smul_apply,
    smul_eq_mul]
  split_ifs <;> ring

/-- For a symmetric coupling, a Hermitian density matrix gives a Hermitian potential. -/
theorem intersitePotential_isHermitian {V : S → S → ℝ} (hV : ∀ a b, V a b = V b a)
    (s : n → S) {P : Matrix n n ℂ} (hP : P.IsHermitian) :
    (intersitePotential V s P).IsHermitian := by
  refine Matrix.IsHermitian.ext fun i j => ?_
  by_cases h : s i = s j
  · simp [intersitePotential, h]
  · have h' : ¬ s j = s i := fun e => h e.symm
    simp only [intersitePotential, Matrix.of_apply, if_neg h, if_neg h']
    rw [hV (s j) (s i), star_neg, star_mul', hP.apply i j, Complex.star_def,
      Complex.conj_ofReal]

/-- For two sites with one orbital each, the potential is a pure hopping matrix
between the two orbitals. -/
theorem intersitePotential_dimer (v : ℝ) (P : Matrix (Fin 2) (Fin 2) ℂ) :
    intersitePotential (fun _ _ => v) (id : Fin 2 → Fin 2) P
      = !![0, -((v : ℂ) * P 0 1); -((v : ℂ) * P 1 0), 0] := by
  ext i j
  fin_cases i <;> fin_cases j <;> simp [intersitePotential]

variable [Fintype n]

/-- The intersite energy: minus one half of the sum of coupling times `P i j * P j i`
over ordered pairs of orbitals on different sites. -/
def intersiteEnergy (V : S → S → ℝ) (s : n → S) (P : Matrix n n ℂ) : ℂ :=
  -(1 / 2) * ∑ i, ∑ j, if s i = s j then 0 else (V (s i) (s j) : ℂ) * (P i j * P j i)

/-- For a Hermitian density matrix the intersite energy is real: minus one half of the
coupling-weighted sum of squared moduli of the density-matrix elements between sites. -/
theorem intersiteEnergy_of_isHermitian (V : S → S → ℝ) (s : n → S) {P : Matrix n n ℂ}
    (hP : P.IsHermitian) :
    intersiteEnergy V s P
      = ((-(1 / 2) * ∑ i, ∑ j,
          if s i = s j then 0 else V (s i) (s j) * ‖P i j‖ ^ 2 : ℝ) : ℂ) := by
  have key : ∀ i j, (if s i = s j then (0 : ℂ) else (V (s i) (s j) : ℂ) * (P i j * P j i))
      = ((if s i = s j then 0 else V (s i) (s j) * ‖P i j‖ ^ 2 : ℝ) : ℂ) := by
    intro i j
    split_ifs
    · simp
    · have h : P j i = star (P i j) := (hP.apply j i).symm
      rw [h, Complex.star_def, Complex.mul_conj, Complex.normSq_eq_norm_sq,
        Complex.ofReal_mul]
  rw [intersiteEnergy]
  simp only [key]
  push_cast
  rfl

/-- The trace of the potential with its own density matrix is twice the intersite energy. -/
theorem trace_potential_mul_self (V : S → S → ℝ) (s : n → S) (P : Matrix n n ℂ) :
    trace (intersitePotential V s P * P) = 2 * intersiteEnergy V s P := by
  simp only [intersiteEnergy, intersitePotential, Matrix.trace, Matrix.diag_apply,
    Matrix.mul_apply, Matrix.of_apply, Finset.mul_sum]
  refine Finset.sum_congr rfl fun i _ => Finset.sum_congr rfl fun j _ => ?_
  split_ifs <;> ring

/-- Reciprocity: for a symmetric coupling, the potential of `P` traced with `D` equals
the potential of `D` traced with `P`. -/
theorem trace_potential_comm {V : S → S → ℝ} (hV : ∀ a b, V a b = V b a)
    (s : n → S) (P D : Matrix n n ℂ) :
    trace (intersitePotential V s P * D) = trace (intersitePotential V s D * P) := by
  simp only [intersitePotential, Matrix.trace, Matrix.diag_apply, Matrix.mul_apply,
    Matrix.of_apply]
  -- exchange the two orbital labels on one side
  rw [Finset.sum_comm]
  refine Finset.sum_congr rfl fun j _ => Finset.sum_congr rfl fun i _ => ?_
  by_cases h : s i = s j
  · simp [h]
  · have h' : ¬ s j = s i := fun e => h e.symm
    rw [if_neg h, if_neg h', hV (s j) (s i)]
    ring

/-- For a symmetric coupling, the exact expansion of the intersite energy along a direction `D`: the
linear term is the trace of the potential with `D`, the quadratic term is the intersite energy of
`D`. -/
theorem intersiteEnergy_add_smul {V : S → S → ℝ} (hV : ∀ a b, V a b = V b a)
    (s : n → S) (P D : Matrix n n ℂ) (t : ℂ) :
    intersiteEnergy V s (P + t • D)
      = intersiteEnergy V s P + t * trace (intersitePotential V s P * D)
        + t ^ 2 * intersiteEnergy V s D := by
  have h := trace_potential_mul_self V s (P + t • D)
  simp only [intersitePotential_add_smul, Matrix.add_mul, Matrix.mul_add, Matrix.smul_mul,
    Matrix.mul_smul, Matrix.trace_add, Matrix.trace_smul, smul_eq_mul] at h
  linear_combination (-(1 / 2) : ℂ) * h + (1 / 2 : ℂ) * trace_potential_mul_self V s P
    + (t / 2) * trace_potential_comm hV s D P
    + (t ^ 2 / 2) * trace_potential_mul_self V s D

/-- For a symmetric coupling, the derivative of the intersite energy at `P` along any direction `D`
is the trace of the intersite potential with `D`. -/
theorem hasDerivAt_intersiteEnergy {V : S → S → ℝ} (hV : ∀ a b, V a b = V b a)
    (s : n → S) (P D : Matrix n n ℂ) :
    HasDerivAt (fun t : ℂ => intersiteEnergy V s (P + t • D))
      (trace (intersitePotential V s P * D)) 0 := by
  have h1 : HasDerivAt (fun t : ℂ => t * trace (intersitePotential V s P * D))
      (trace (intersitePotential V s P * D)) 0 := hasDerivAt_mul_const _
  have h2 : HasDerivAt (fun t : ℂ => t ^ 2 * intersiteEnergy V s D) 0 0 :=
    ((hasDerivAt_pow 2 (0 : ℂ)).mul_const (intersiteEnergy V s D)).congr_deriv (by simp)
  have hf : (fun t : ℂ => intersiteEnergy V s (P + t • D)) = fun t : ℂ =>
      intersiteEnergy V s P + (t * trace (intersitePotential V s P * D)
        + t ^ 2 * intersiteEnergy V s D) := by
    funext t
    rw [intersiteEnergy_add_smul hV]
    ring
  rw [hf]
  exact ((h1.fun_add h2).const_add (intersiteEnergy V s P)).congr_deriv (by ring)

/-- For a symmetric coupling, a matrix `W` represents the derivative of the intersite energy at `P`
as `Tr (W D)` along every direction `D` if and only if `W` is the intersite potential of `P`. -/
theorem represents_derivative_iff {V : S → S → ℝ} (hV : ∀ a b, V a b = V b a)
    (s : n → S) (P W : Matrix n n ℂ) :
    (∀ D : Matrix n n ℂ,
      HasDerivAt (fun t : ℂ => intersiteEnergy V s (P + t • D)) (trace (W * D)) 0)
      ↔ W = intersitePotential V s P := by
  classical
  constructor
  · intro hW
    ext i j
    -- a direction with a single nonzero entry reads off one element of the potential
    let D : Matrix n n ℂ := Matrix.of fun a b => if a = j then (if b = i then 1 else 0) else 0
    have pick : ∀ M : Matrix n n ℂ, trace (M * D) = M i j := by
      intro M
      simp [D, Matrix.trace, Matrix.mul_apply]
    have h := (hW D).unique (hasDerivAt_intersiteEnergy hV s P D)
    rwa [pick, pick] at h
  · rintro rfl D
    exact hasDerivAt_intersiteEnergy hV s P D

end

end IntersiteHubbardV
```

```lean
#print axioms IntersiteHubbardV.intersitePotential_dimer
#print axioms IntersiteHubbardV.intersiteEnergy_of_isHermitian
#print axioms IntersiteHubbardV.hasDerivAt_intersiteEnergy
#print axioms IntersiteHubbardV.represents_derivative_iff
```

```
'IntersiteHubbardV.intersitePotential_dimer' depends on axioms: [propext, Classical.choice, Quot.sound]
'IntersiteHubbardV.intersiteEnergy_of_isHermitian' depends on axioms: [propext, Classical.choice, Quot.sound]
'IntersiteHubbardV.hasDerivAt_intersiteEnergy' depends on axioms: [propext, Classical.choice, Quot.sound]
'IntersiteHubbardV.represents_derivative_iff' depends on axioms: [propext, Classical.choice, Quot.sound]
```

## How the proof follows the algebra

The lemma `intersitePotential_add_smul` is the linearity step. The tactic `ext i j` reduces the matrix equation to one element, `split_ifs` separates pairs on the same site from pairs on different sites, and `ring` closes both cases.

The lemma `trace_potential_mul_self` proves Tr(W(P) P) = 2E(P). It unfolds the trace and the matrix product into a double sum, moves the prefactors inside the sums, and compares the two sides term by term.

Reciprocity is `trace_potential_comm`. The call to `Finset.sum_comm` exchanges the order of summation on one side, which is the renaming of i and j done by hand. The terms are then compared for same-site and different-site pairs separately. In the second case, `hV (s j) (s i)` supplies the symmetry of the coupling.

The expansion `intersiteEnergy_add_smul` follows the hand derivation closely. The proof first applies the trace identity to `P + t • D` and expands the left-hand side by linearity, which produces the four traces. The tactic `linear_combination` then adds four known equations with suitable coefficients: this expanded identity, the trace identities for P and for D, and reciprocity. The coefficient −1/2 on the expanded identity is the division by 2, with a sign because the energy stands on the right of that equation. The coefficient t/2 on reciprocity turns one of the two middle traces into the other.

In `hasDerivAt_intersiteEnergy`, the function of t is replaced by its exact expansion. The auxiliary statement `h1` differentiates the linear term and `h2` shows that the quadratic term has derivative zero at t = 0. Adding these, together with the constant E(P), gives the trace of the potential with D.

The two directions of `represents_derivative_iff` are proved separately. For uniqueness, the local matrix `D` has its single nonzero element in row j and column i, and `pick` shows that its trace with any M is `M i j`. The step `(hW D).unique` compares the assumed derivative with the one already computed, and applying `pick` to both sides leaves the equality of the two matrix elements. In the other direction W is replaced by the intersite potential, and the derivative lemma finishes the proof.

The remaining lemmas stand beside this chain. `intersitePotential_isHermitian` checks the conjugate-transpose condition element by element, using the symmetry and reality of V. `intersiteEnergy_of_isHermitian` first proves, in `key`, that each term of the energy sum is a real number regarded as a complex one, and then carries this through the double sum. `intersitePotential_dimer` takes `s` to be the identity on two labels, so that each orbital is its own site, and checks the four elements of the 2×2 matrix.
